# A contact attraction binds an exciton at any strength in one and two dimensions, but only above U = 1/3 in three, for a parabolic pair band cut off at unit width

A Bethe–Salpeter calculation on a finite momentum mesh that contains the band edge finds a bound pair for every contact attraction, because the edge point alone contributes a term that diverges as the binding energy goes to zero. That lowest eigenvalue alone therefore does not show that the continuous band binds. For a static contact attraction and a parabolic band cut off at a finite energy, the existence of a bound pair is decided exactly below in one, two and three dimensions, together with the binding energy in two dimensions and its weak-attraction limit in one.

```lean
import Mathlib

open MeasureTheory Filter Topology

namespace ContactExciton

noncomputable section
```

## From the pair equation to a scalar condition

Take an electron–hole pair of zero total momentum on $N$ mesh points. Let $e_k\ge 0$ be its kinetic energy above the gap, $A_k$ its amplitude, $U$ the strength of the attraction and $E>0$ the binding energy below the gap. The pair equation is

$$(E+e_k)\,A_k=\frac{U}{N}\sum_{k'}A_{k'} .$$

The sum on the right cannot vanish, since then every $A_k$ would. Dividing by $E+e_k$, summing over $k$ and cancelling the common sum gives $1=\frac{U}{N}\sum_k \frac{1}{E+e_k}$. For a continuous band the mesh average becomes an integral over a density of states. A parabolic band in $d$ dimensions, cut off at unit width, has

$$\rho_d(e)=\tfrac d2\,e^{d/2-1},\qquad 0\le e\le 1 .$$

All energies, $U$ included, are therefore in units of the width of the pair's kinetic-energy band, which is the sum of the electron and hole bandwidths. In Lean the dimension `d` is a real number.

```lean
/-- Density of states of a `d`-dimensional parabolic band of unit width, for energies `0 < e ≤ 1`
inside the band. -/
def dos (d e : ℝ) : ℝ := d / 2 * e ^ (d / 2 - 1)
```

The local pair propagator is $G_d(E)=\int_0^1 \frac{\rho_d(e)}{E+e}\,de$.

```lean
/-- The local pair propagator at binding energy `E`: the density of states integrated
against `1 / (E + e)` over the band. -/
def G (d E : ℝ) : ℝ := ∫ e in (0 : ℝ)..1, dos d e / (E + e)
```

A binding energy is a positive solution of $U\,G_d(E)=1$. The Lean development starts from this condition; the reduction above is its physical motivation.

```lean
/-- `E` is a binding energy for contact attraction `U`: it is positive and solves
`U G_d(E) = 1`. -/
def IsBinding (d U E : ℝ) : Prop := 0 < E ∧ U * G d E = 1
```

## Normalization and monotonicity

For $d>0$ the density integrates to $\int_0^1\frac d2 e^{d/2-1}de=\left[e^{d/2}\right]_0^1=1$. The exponent exceeds $-1$, so the singularity at the edge for $d<2$ is integrable.

```lean
/-- For `d > 0` the density of states is integrable over the band and its integral is one. -/
theorem dos_normalized {d : ℝ} (hd : 0 < d) :
    IntervalIntegrable (dos d) volume 0 1 ∧ ∫ e in (0 : ℝ)..1, dos d e = 1 := by
  have hd2 : d / 2 ≠ 0 := by positivity
  constructor
  · exact (intervalIntegral.intervalIntegrable_rpow' (by linarith)).const_mul (d / 2)
  · unfold dos
    rw [intervalIntegral.integral_const_mul, integral_rpow (Or.inl (by linarith)),
      sub_add_cancel, Real.one_rpow, Real.zero_rpow hd2, sub_zero, mul_one_div_cancel hd2]
```

For $E>0$ the factor $1/(E+e)$ is continuous on $[0,1]$, and multiplying by it preserves integrability.

```lean
/-- The integrand of the pair propagator is integrable at every positive binding energy. -/
theorem integrable_propagator {d E : ℝ} (hd : 0 < d) (hE : 0 < E) :
    IntervalIntegrable (fun e => dos d e / (E + e)) volume 0 1 := by
  have hc : ContinuousOn (fun e : ℝ => (E + e)⁻¹) (Set.uIcc 0 1) := by
    rw [Set.uIcc_of_le zero_le_one]
    exact ContinuousOn.inv₀ (by fun_prop)
      (fun e he => (add_pos_of_pos_of_nonneg hE he.1).ne')
  simpa only [div_eq_mul_inv] using (dos_normalized hd).1.mul_continuousOn hc
```

The integrand is positive inside the band, so $G_d(E)>0$. If $0<E<E'$, then $\frac1{E+e}>\frac1{E'+e}$, and integrating the positive difference gives $G_d(E)>G_d(E')$. Hence $U\,G_d(E)=1$ has at most one positive root.

```lean
/-- The pair propagator is positive and strictly decreasing in the binding energy. -/
theorem G_pos_and_strictAnti {d : ℝ} (hd : 0 < d) :
    (∀ E, 0 < E → 0 < G d E) ∧ StrictAntiOn (G d) (Set.Ioi 0) := by
  have hdos : ∀ x : ℝ, 0 < x → 0 < dos d x := fun x hx =>
    mul_pos (half_pos hd) (Real.rpow_pos_of_pos hx _)
  constructor
  · intro E hE
    exact intervalIntegral.intervalIntegral_pos_of_pos_on (integrable_propagator hd hE)
      (fun x hx => div_pos (hdos x hx.1) (add_pos hE hx.1)) one_pos
  · intro E hE E' hE' hlt
    have h1 := integrable_propagator hd (Set.mem_Ioi.1 hE)
    have h2 := integrable_propagator hd (Set.mem_Ioi.1 hE')
    have hpos : 0 < ∫ e in (0 : ℝ)..1, (dos d e / (E + e) - dos d e / (E' + e)) :=
      intervalIntegral.intervalIntegral_pos_of_pos_on (h1.sub h2)
        (fun x hx => sub_pos.2 (div_lt_div_of_pos_left (hdos x hx.1)
          (add_pos (Set.mem_Ioi.1 hE) hx.1) (by linarith))) one_pos
    rw [intervalIntegral.integral_sub h1 h2] at hpos
    exact sub_pos.1 hpos
```

## Raising the dimension by two

Since $\rho_{d+2}(e)=\frac{d+2}{d}\,e\,\rho_d(e)$ and $\frac{e}{E+e}=1-\frac{E}{E+e}$, integration and normalization give

$$G_{d+2}(E)=\frac{d+2}{d}\bigl(1-E\,G_d(E)\bigr).$$

The proof checks the identity for the integrands at each point of the band, then integrates term by term.

```lean
/-- The pair propagators in dimensions `d` and `d + 2` are linked by a recursion. -/
theorem G_add_two {d E : ℝ} (hd : 0 < d) (hE : 0 < E) :
    G (d + 2) E = (d + 2) / d * (1 - E * G d E) := by
  have hpt : ∀ e ∈ Set.uIcc (0 : ℝ) 1, dos (d + 2) e / (E + e)
      = (d + 2) / d * (dos d e - E * (dos d e / (E + e))) := by
    intro e he
    rw [Set.uIcc_of_le zero_le_one] at he
    have hne : E + e ≠ 0 := (add_pos_of_pos_of_nonneg hE he.1).ne'
    have h1 : d / 2 - 1 + 1 ≠ 0 := by rw [sub_add_cancel]; positivity
    have hp : e ^ ((d + 2) / 2 - 1) = e ^ (d / 2 - 1) * e := by
      rw [show (d + 2) / 2 - 1 = d / 2 - 1 + 1 by ring, Real.rpow_add_one' he.1 h1]
    unfold dos
    rw [hp]
    generalize e ^ (d / 2 - 1) = p
    field_simp
    ring
  unfold G
  rw [intervalIntegral.integral_congr hpt, intervalIntegral.integral_const_mul,
    intervalIntegral.integral_sub (dos_normalized hd).1
      ((integrable_propagator hd hE).const_mul E),
    intervalIntegral.integral_const_mul, (dos_normalized hd).2]
```

## One dimension: the propagator in closed form

Write $E=s^2$ with $s>0$. Here $\rho_1(e)=\frac{1}{2\sqrt e}$, and

$$\frac{d}{de}\,\frac{\arctan(\sqrt e/s)}{s}=\frac{1}{s}\cdot\frac{1}{1+e/s^2}\cdot\frac{1}{2s\sqrt e}=\frac{1}{2\sqrt e\,(s^2+e)} .$$

The values at the two ends give $G_1(s^2)=\frac{\arctan(1/s)}{s}=\frac{\pi/2-\arctan s}{s}$.

The step turns on the choice of the fundamental theorem of calculus. The antiderivative has infinite slope at $e=0$, where the density of states diverges, so a version that requires a derivative at every point of $[0,1]$ does not apply. Mathlib's `intervalIntegral.integral_eq_sub_of_hasDerivAt_of_le` asks instead for three things: continuity of the antiderivative on the closed interval, a derivative on the open interval only, and integrability of that derivative. The first holds because $\arctan$ and the square root are continuous, the second is the computation above (`hder`), and the third is `integrable_propagator`.

```lean
/-- Closed form of the one-dimensional pair propagator at binding energy `s ^ 2`. -/
theorem G_one {s : ℝ} (hs : 0 < s) :
    G 1 (s ^ 2) = (Real.pi / 2 - Real.arctan s) / s := by
  have hder : ∀ x ∈ Set.Ioo (0 : ℝ) 1, HasDerivAt (fun e => Real.arctan (√e / s) / s)
      (dos 1 x / (s ^ 2 + x)) x := by
    intro x hx
    have hx0 : 0 < x := hx.1
    have hr : 0 < √x := Real.sqrt_pos.2 hx0
    have h2 : √x ^ 2 = x := Real.sq_sqrt hx0.le
    have hdos : dos 1 x = 1 / (2 * √x) := by
      unfold dos
      rw [Real.rpow_sub hx0, ← Real.sqrt_eq_rpow, Real.rpow_one, div_mul_div_comm,
        div_eq_div_iff (by positivity) (by positivity)]
      linear_combination 2 * h2
    refine ((((Real.hasDerivAt_sqrt hx0.ne').div_const s).arctan).div_const s).congr_deriv ?_
    have h3 : 1 + x / s ^ 2 = (s ^ 2 + x) / s ^ 2 := by
      rw [add_div, div_self (by positivity)]
    rw [hdos, div_pow, h2, h3]
    field_simp
  have key := intervalIntegral.integral_eq_sub_of_hasDerivAt_of_le (zero_le_one' ℝ)
    ((Real.continuous_arctan.comp (Real.continuous_sqrt.div_const s)).div_const s).continuousOn
    hder (integrable_propagator one_pos (pow_pos hs 2))
  refine key.trans ?_
  simp [Real.arctan_inv_of_pos hs]
```

## One dimension: one bound state for every attraction

The condition becomes $s=U(\pi/2-\arctan s)$, that is,

$$s+U\arctan s=\frac{U\pi}{2}.$$

The left side is continuous. It is $0$ at $s=0$ and at least $U\pi/2$ at $s=U\pi/2$, so the intermediate value theorem supplies a root. The root is not $s=0$, because the right side is positive. Monotonicity of $G_1$ makes $E=s^2$ the only solution.

```lean
/-- In one dimension every attraction has exactly one binding energy. -/
theorem existsUnique_binding_one {U : ℝ} (hU : 0 < U) : ∃! E, IsBinding 1 U E := by
  have hp : 0 < U * (Real.pi / 2) := by positivity
  have hc : Continuous (fun s : ℝ => s + U * Real.arctan s) :=
    continuous_id.add (continuous_const.mul Real.continuous_arctan)
  have ha : (0 : ℝ) + U * Real.arctan 0 ≤ U * (Real.pi / 2) := by
    rw [Real.arctan_zero]; linarith
  have hb : U * (Real.pi / 2) ≤ U * (Real.pi / 2) + U * Real.arctan (U * (Real.pi / 2)) :=
    le_add_of_nonneg_right (mul_nonneg hU.le (Real.arctan_pos.2 hp).le)
  obtain ⟨s, hs, h⟩ := intermediate_value_Icc hp.le hc.continuousOn ⟨ha, hb⟩
  have h' : s + U * Real.arctan s = U * (Real.pi / 2) := h
  have hs0 : 0 < s := by
    refine lt_of_le_of_ne hs.1 (fun h0 => ?_)
    rw [← h0, Real.arctan_zero] at h'
    linarith
  have hB : IsBinding 1 U (s ^ 2) := by
    refine ⟨by positivity, ?_⟩
    rw [G_one hs0, ← mul_div_assoc, div_eq_one_iff_eq hs0.ne']
    linarith
  -- uniqueness: the propagator is strictly monotone
  refine ⟨s ^ 2, hB, fun E hE => ?_⟩
  exact (G_pos_and_strictAnti one_pos).2.injOn hE.1 hB.1
    (mul_left_cancel₀ hU.ne' (hE.2.trans hB.2.symm))
```

For weak attraction, $0<\sqrt E<U\pi/2$ forces $\sqrt E\to0$. Dividing the squared condition by $U^2$ then gives

$$\frac{E}{U^2}=\Bigl(\frac\pi2-\arctan\sqrt E\Bigr)^2\longrightarrow\frac{\pi^2}{4}.$$

The filter `𝓝[>] 0` expresses that $U$ approaches zero from above. The function `E` in the theorem is any choice of a binding energy for each positive $U$, with no continuity assumed.

```lean
/-- In one dimension the binding energy divided by `U ^ 2` tends to `π ^ 2 / 4` at weak
attraction. -/
theorem tendsto_binding_one {E : ℝ → ℝ} (h : ∀ U, 0 < U → IsBinding 1 U (E U)) :
    Tendsto (fun U => E U / U ^ 2) (𝓝[>] 0) (𝓝 (Real.pi ^ 2 / 4)) := by
  have hk : ∀ U, 0 < U → √(E U) = U * (Real.pi / 2 - Real.arctan √(E U)) := by
    intro U hU
    have hs := Real.sqrt_pos.2 (h U hU).1
    have h1 := (h U hU).2
    have h2 := G_one hs
    rw [Real.sq_sqrt (h U hU).1.le] at h2
    rw [h2, ← mul_div_assoc, div_eq_one_iff_eq hs.ne'] at h1
    exact h1.symm
  -- the root is squeezed to zero
  have h0 : Tendsto (fun U => √(E U)) (𝓝[>] 0) (𝓝 0) := by
    have hlin : Tendsto (fun U : ℝ => U * (Real.pi / 2)) (𝓝[>] 0) (𝓝 0) :=
      (Continuous.tendsto' (by fun_prop) 0 0 (by simp)).mono_left nhdsWithin_le_nhds
    refine squeeze_zero' (Eventually.of_forall fun U => Real.sqrt_nonneg _) ?_ hlin
    filter_upwards [self_mem_nhdsWithin] with U hU
    have hU' : 0 < U := hU
    have h1 := Real.arctan_pos.2 (Real.sqrt_pos.2 (h U hU').1)
    have h2 := hk U hU'
    nlinarith [mul_pos hU' h1]
  have h1 : Tendsto (fun U => (Real.pi / 2 - Real.arctan √(E U)) ^ 2) (𝓝[>] 0)
      (𝓝 ((Real.pi / 2 - Real.arctan 0) ^ 2)) :=
    (tendsto_const_nhds.sub ((Real.continuous_arctan.tendsto 0).comp h0)).pow 2
  rw [show (Real.pi / 2 - Real.arctan 0) ^ 2 = Real.pi ^ 2 / 4 by
    rw [Real.arctan_zero]; ring] at h1
  refine h1.congr' ?_
  filter_upwards [self_mem_nhdsWithin] with U hU
  have hU' : 0 < U := hU
  rw [eq_div_iff (pow_ne_zero 2 hU'.ne'), ← mul_pow, mul_comm, ← hk U hU',
    Real.sq_sqrt (h U hU').1.le]
```

## Two dimensions: an energy exponentially small at weak attraction

Now $\rho_2=1$, so $G_2(E)=\ln(E+1)-\ln E$. The condition reads $\ln\frac{E+1}{E}=\frac1U$, hence $1+\frac1E=e^{1/U}$ and

$$E=\frac{1}{e^{1/U}-1}.$$

For $U>0$ this number is positive and every step reverses. The Lean proof treats the two directions separately.

```lean
/-- In two dimensions the binding energy is `1 / (exp (1 / U) - 1)`. -/
theorem binding_two_iff {U E : ℝ} (hU : 0 < U) :
    IsBinding 2 U E ↔ E = 1 / (Real.exp (1 / U) - 1) := by
  have hG : 0 < E → G 2 E = Real.log (E + 1) - Real.log E := by
    intro hE
    have hder : ∀ x ∈ Set.uIcc (0 : ℝ) 1,
        HasDerivAt (fun e => Real.log (E + e)) (dos 2 x / (E + x)) x := by
      intro x hx
      rw [Set.uIcc_of_le zero_le_one] at hx
      have hd : dos 2 x = 1 := by norm_num [dos]
      rw [hd]
      exact ((hasDerivAt_id' x).const_add E).log (add_pos_of_pos_of_nonneg hE hx.1).ne'
    refine (intervalIntegral.integral_eq_sub_of_hasDerivAt hder
      (integrable_propagator two_pos hE)).trans ?_
    simp only [add_zero]
  constructor
  · rintro ⟨hE, h⟩
    rw [hG hE] at h
    have hL : 1 / U = Real.log ((E + 1) / E) := by
      rw [Real.log_div (by positivity) hE.ne', div_eq_iff hU.ne']
      linarith
    rw [hL, Real.exp_log (by positivity), add_div, div_self hE.ne', add_sub_cancel_left,
      one_div_one_div]
  · intro hEq
    have hq : 0 < Real.exp (1 / U) - 1 := sub_pos.2 (Real.one_lt_exp_iff.2 (by positivity))
    have hE : 0 < E := by rw [hEq]; exact one_div_pos.2 hq
    have hm : E * (Real.exp (1 / U) - 1) = 1 := by
      rw [hEq]; exact one_div_mul_cancel hq.ne'
    have h1 : E + 1 = Real.exp (1 / U) * E := by linear_combination -hm
    refine ⟨hE, ?_⟩
    rw [hG hE, h1, Real.log_mul (Real.exp_pos _).ne' hE.ne', Real.log_exp,
      add_sub_cancel_right, mul_one_div_cancel hU.ne']
```

## Three dimensions: a threshold

The recursion with $d=1$ gives $G_3(E)=3\bigl(1-E\,G_1(E)\bigr)$, which is less than $3$ because $E\,G_1(E)>0$. If $U\le\frac13$, then $U\,G_3(E)\le\frac13G_3(E)<1$, and there is no solution. This covers repulsive and zero $U$ as well.

Conversely, let $U>\frac13$ and set

$$f(s)=3\bigl(1-s(\pi/2-\arctan s)\bigr),$$

which equals $G_3(s^2)$ for $s>0$ and is continuous at $s=0$, with $f(0)=3>1/U$. At $s=\sqrt U$, positivity of $G_5(U)=\frac53\bigl(1-U\,G_3(U)\bigr)$ gives $f(\sqrt U)=G_3(U)<1/U$. The intermediate value theorem yields $s\in[0,\sqrt U]$ with $f(s)=1/U$. Since $f(0)\ne1/U$, this $s$ is positive, and $E=s^2$ is a binding energy.

```lean
/-- In three dimensions a binding energy exists exactly when the attraction exceeds `1/3`. -/
theorem exists_binding_three_iff {U : ℝ} : (∃ E, IsBinding 3 U E) ↔ 1 / 3 < U := by
  have hrec : ∀ E : ℝ, 0 < E → G 3 E = 3 * (1 - E * G 1 E) := by
    intro E hE
    have h := G_add_two one_pos hE
    rw [show (1 : ℝ) + 2 = 3 by norm_num, div_one] at h
    exact h
  have hG3 : ∀ s : ℝ, 0 < s →
      G 3 (s ^ 2) = 3 * (1 - s * (Real.pi / 2 - Real.arctan s)) := by
    intro s hs
    rw [hrec _ (pow_pos hs 2), G_one hs]
    field_simp
  constructor
  · rintro ⟨E, hE, h⟩
    by_contra hU
    have h3 := (G_pos_and_strictAnti (d := 3) (by norm_num)).1 E hE
    have h1 := mul_pos hE ((G_pos_and_strictAnti one_pos).1 E hE)
    have h4 := mul_le_mul_of_nonneg_right (not_lt.1 hU) h3.le
    linarith [hrec E hE]
  · intro hU
    have hU0 : 0 < U := by linarith
    have hr := Real.sqrt_pos.2 hU0
    -- positivity of the five-dimensional propagator bounds the three-dimensional one
    have hlt : U * G 3 U < 1 := by
      have h5 := (G_pos_and_strictAnti (d := 3 + 2) (by norm_num)).1 U hU0
      rw [G_add_two (by norm_num) hU0] at h5
      linarith
    have hb : 3 * (1 - √U * (Real.pi / 2 - Real.arctan √U)) ≤ 1 / U := by
      rw [← hG3 _ hr, Real.sq_sqrt hU0.le, le_div_iff₀ hU0]
      linarith
    have hinv : 1 / U < 3 := by
      rw [div_lt_iff₀ hU0]; linarith
    have ha : 1 / U ≤ 3 * (1 - 0 * (Real.pi / 2 - Real.arctan 0)) := by linarith
    have hc : Continuous (fun s : ℝ => 3 * (1 - s * (Real.pi / 2 - Real.arctan s))) :=
      continuous_const.mul (continuous_const.sub
        (continuous_id.mul (continuous_const.sub Real.continuous_arctan)))
    obtain ⟨s, hs, h⟩ := intermediate_value_Icc' hr.le hc.continuousOn ⟨hb, ha⟩
    have h' : 3 * (1 - s * (Real.pi / 2 - Real.arctan s)) = 1 / U := h
    have hs0 : 0 < s := by
      refine lt_of_le_of_ne hs.1 (fun h0 => ?_)
      rw [← h0] at h'
      linarith
    exact ⟨s ^ 2, pow_pos hs0 2, by rw [hG3 s hs0, h', mul_one_div_cancel hU0.ne']⟩
```

## The three cases together

The final theorem states that there is a function $E(U)$ such that, for $U>0$, a number is a one-dimensional binding energy exactly when it equals $E(U)$, and that $E(U)/U^2$ tends to $\pi^2/4$ as $U$ approaches zero from above. It adds the explicit two-dimensional energy for $U>0$ and the three-dimensional threshold for all real $U$.

The numbers $\pi^2/4$ and $\frac13$ belong to this density of states; a lattice band with another shape has its own constants. The model also leaves out the long-range Coulomb tail, electron–hole exchange and dynamical screening, so the threshold is no statement about Wannier excitons in a bulk semiconductor.

```lean
/-- Binding by a contact attraction: a unique energy with `E / U ^ 2 → π ^ 2 / 4` in one
dimension, an explicit exponential formula in two, and the threshold `U > 1/3` in three. -/
theorem contact_exciton_binding :
    (∃ E : ℝ → ℝ, (∀ U, 0 < U → ∀ x, IsBinding 1 U x ↔ x = E U) ∧
      Tendsto (fun U => E U / U ^ 2) (𝓝[>] 0) (𝓝 (Real.pi ^ 2 / 4))) ∧
    (∀ U, 0 < U → ∀ x, IsBinding 2 U x ↔ x = 1 / (Real.exp (1 / U) - 1)) ∧
    (∀ U, (∃ x, IsBinding 3 U x) ↔ 1 / 3 < U) := by
  have hex : ∀ U : ℝ, 0 < U → ∃ x, IsBinding 1 U x :=
    fun U hU => (existsUnique_binding_one hU).exists
  choose! E hE using hex
  refine ⟨⟨E, fun U hU x => ⟨fun hx => ?_, fun hx => ?_⟩, tendsto_binding_one hE⟩,
    fun U hU x => binding_two_iff hU, fun U => exists_binding_three_iff⟩
  · exact (existsUnique_binding_one hU).unique hx (hE U hU)
  · rw [hx]; exact hE U hU

end

end ContactExciton
```

```lean
#print axioms ContactExciton.contact_exciton_binding
-- 'ContactExciton.contact_exciton_binding' depends on axioms: [propext, Classical.choice, Quot.sound]
```
